# Interband dipole and integrated response of the linearised one-dimensional Penn model

With the lower band filled and the upper one empty, a static interband response can be computed by summing the squared dipole between the bands, divided by their energy separation, over a grid of wave numbers $k$. For the non-interacting two-band Hamiltonian

$$H(k)=vk\,\sigma_x+\tfrac G2\,\sigma_z,\qquad E(k)=\sqrt{v^2k^2+G^2/4},\qquad v,G>0,$$

the modulus of the dipole and the integrated response have closed forms, against which such a sum can be checked. Here $\sigma_x,\sigma_z$ are Pauli matrices, the bands lie at $\pm E$, $k$ is measured from the zone boundary, $G$ is the gap that opens there, at $k=0$, and the slopes of the bands tend to $\pm v$ at large $|k|$. For normalised band states $u_\pm(k)$, with $u_-$ differentiable in $k$,

$$|i\langle u_+,\partial_ku_-\rangle|=\frac{vG}{4E^2},\qquad \int_{-\infty}^{\infty}\frac{dk}{2\pi}\,\frac{2|i\langle u_+,\partial_ku_-\rangle|^2}{2E}=\frac{2v}{3\pi G^2}.$$

A grid sum, with $dk$ replaced by a finite spacing and $|k|$ cut off, generally differs from the second value, and converges to it as the spacing shrinks and the cutoff grows.

## From the mixing angle to the integral

Let $\theta=\arctan(2vk/G)$. Then $E\cos\theta=G/2$ and $E\sin\theta=vk$, so the normalised states

$$w_+=(\cos\tfrac\theta2,\sin\tfrac\theta2),\qquad w_-=(-\sin\tfrac\theta2,\cos\tfrac\theta2)$$

have energies $\pm E$. Differentiation gives

$$\theta'=\frac{2v/G}{1+4v^2k^2/G^2}=\frac{vG}{2E^2},\qquad \partial_kw_-=-\frac{\theta'}2w_+.$$

Since $E>0$, the levels are distinct, and $u_+=\alpha w_+$, $u_-=\beta w_-$ with $|\alpha|=|\beta|=1$. The phase $\beta=\langle w_-,u_-\rangle$ is differentiable, so

$$\partial_ku_-=\beta'w_--\beta\frac{\theta'}2w_+,\qquad \langle u_+,\partial_ku_-\rangle=-\bar\alpha\beta\frac{\theta'}2.$$

The $\beta'$ term vanishes by orthogonality, and the modulus is $\theta'/2=vG/(4E^2)$.

The integrand is therefore $v^2G^2/(32\pi E^5)$. With $dk=2E^2\,d\theta/(vG)$ and $E=G/(2\cos\theta)$,

$$\int_{-\infty}^{\infty}\frac{dk}{E^5}=\frac{16}{vG^4}\int_{-\pi/2}^{\pi/2}\cos^3\theta\,d\theta=\frac{16}{vG^4}\left[\sin\theta-\frac{\sin^3\theta}3\right]_{-\pi/2}^{\pi/2}=\frac{64}{3vG^4}.$$

Multiplication by $v^2G^2/(32\pi)$ gives $2v/(3\pi G^2)$.

## The Lean file

```lean
import Mathlib

open Matrix MeasureTheory Filter Topology

namespace PennModelOneD

noncomputable section

/-- The Hamiltonian `v k σx + (G/2) σz` of the linearised one-dimensional Penn model. -/
def hamiltonian (v G k : ℝ) : Matrix (Fin 2) (Fin 2) ℂ :=
  !![(G : ℂ) / 2, (v : ℂ) * k; (v : ℂ) * k, -((G : ℂ) / 2)]

/-- The upper band energy `E(k) = √(v²k² + G²/4)`. -/
def energy (v G k : ℝ) : ℝ := √(v ^ 2 * k ^ 2 + G ^ 2 / 4)

/-- `u` is a normalised eigenvector of the Hamiltonian at wave number `k` with energy `ε`. -/
def IsBandState (v G k ε : ℝ) (u : Fin 2 → ℂ) : Prop :=
  hamiltonian v G k *ᵥ u = (ε : ℂ) • u ∧ ‖u 0‖ ^ 2 + ‖u 1‖ ^ 2 = 1

/-- The interband dipole `i ⟨u₊, ∂u₋/∂k⟩`, for `u₋` differentiable at `k`. -/
def dipole (up um : ℝ → Fin 2 → ℂ) (k : ℝ) : ℂ :=
  Complex.I * (star (up k) ⬝ᵥ deriv um k)

/-- The mixing angle `arctan (2vk/G)`, for `G ≠ 0`. -/
def angle (v G k : ℝ) : ℝ := Real.arctan (2 * v * k / G)

/-- Cosine of half the mixing angle, for `G ≠ 0`. -/
def mixCos (v G k : ℝ) : ℝ := Real.cos (angle v G k / 2)

/-- Sine of half the mixing angle, for `G ≠ 0`. -/
def mixSin (v G k : ℝ) : ℝ := Real.sin (angle v G k / 2)

/-- The upper half-angle state `(cos θ/2, sin θ/2)`, for `G ≠ 0`. -/
def upper (v G k : ℝ) : Fin 2 → ℂ := ![(mixCos v G k : ℂ), (mixSin v G k : ℂ)]

/-- The lower half-angle state `(-sin θ/2, cos θ/2)`, for `G ≠ 0`. -/
def lower (v G k : ℝ) : Fin 2 → ℂ := ![((-mixSin v G k : ℝ) : ℂ), (mixCos v G k : ℂ)]

/-- The eigenvalue equation of the Penn Hamiltonian, written in components. -/
theorem eigen_components (v G k ε : ℝ) (u : Fin 2 → ℂ) :
    hamiltonian v G k *ᵥ u = (ε : ℂ) • u ↔
      ((G : ℂ) / 2 * u 0 + v * k * u 1 = ε * u 0 ∧
        (v : ℂ) * k * u 0 + -((G : ℂ) / 2) * u 1 = ε * u 1) := by
  have h0 : (hamiltonian v G k *ᵥ u) 0 = (G : ℂ) / 2 * u 0 + v * k * u 1 :=
    Fin.sum_univ_two (fun i => hamiltonian v G k 0 i * u i)
  have h1 : (hamiltonian v G k *ᵥ u) 1 = (v : ℂ) * k * u 0 + -((G : ℂ) / 2) * u 1 :=
    Fin.sum_univ_two (fun i => hamiltonian v G k 1 i * u i)
  rw [funext_iff, Fin.forall_fin_two, h0, h1]
  exact Iff.rfl

/-- The energy is positive, and `(G/2, vk)` has polar coordinates `E` and the mixing angle. -/
theorem energy_polar (v : ℝ) {G : ℝ} (hG : 0 < G) (k : ℝ) :
    0 < energy v G k ∧ energy v G k * Real.cos (angle v G k) = G / 2 ∧
      energy v G k * Real.sin (angle v G k) = v * k := by
  have hx : G * (2 * v * k / G) = 2 * v * k := by field_simp
  refine ⟨Real.sqrt_pos.mpr (by positivity), ?_⟩
  unfold energy angle
  rw [Real.cos_arctan, Real.sin_arctan]
  generalize 2 * v * k / G = x at hx ⊢
  have hs : 0 < √(1 + x ^ 2) := Real.sqrt_pos.mpr (by positivity)
  have hE : √(v ^ 2 * k ^ 2 + G ^ 2 / 4) = G / 2 * √(1 + x ^ 2) := by
    have h : v ^ 2 * k ^ 2 + G ^ 2 / 4 = (G / 2) ^ 2 * (1 + x ^ 2) := by
      linear_combination (-(G * x + 2 * v * k) / 4) * hx
    rw [h, Real.sqrt_mul (sq_nonneg _), Real.sqrt_sq (by positivity)]
  rw [hE]
  generalize √(1 + x ^ 2) = s at hs ⊢
  have h1 : s * (1 / s) = 1 := by field_simp
  have h2 : s * (x / s) = x := by field_simp
  exact ⟨by linear_combination (G / 2) * h1, by linear_combination (G / 2) * h2 + hx / 2⟩

/-- The matrix elements of the Hamiltonian in terms of the half-angle amplitudes, and the
normalisation of those amplitudes. -/
theorem half_angle (v : ℝ) {G : ℝ} (hG : 0 < G) (k : ℝ) :
    (energy v G k : ℂ) * ((mixCos v G k : ℂ) ^ 2 - (mixSin v G k : ℂ) ^ 2) = (G : ℂ) / 2 ∧
    (energy v G k : ℂ) * (2 * (mixSin v G k : ℂ) * (mixCos v G k : ℂ)) = (v : ℂ) * k ∧
    (mixCos v G k : ℂ) ^ 2 + (mixSin v G k : ℂ) ^ 2 = 1 := by
  obtain ⟨-, h1, h2⟩ := energy_polar v hG k
  have e : angle v G k = 2 * (angle v G k / 2) := by ring
  rw [e, Real.cos_two_mul'] at h1
  rw [e, Real.sin_two_mul] at h2
  change energy v G k * (mixCos v G k ^ 2 - mixSin v G k ^ 2) = G / 2 at h1
  change energy v G k * (2 * mixSin v G k * mixCos v G k) = v * k at h2
  have h3 : mixCos v G k ^ 2 + mixSin v G k ^ 2 = 1 := Real.cos_sq_add_sin_sq _
  exact ⟨by exact_mod_cast h1, by exact_mod_cast h2, by exact_mod_cast h3⟩

/-- The mixing angle changes with wave number at the rate `vG/(2E²)`. -/
theorem angle_hasDerivAt (v : ℝ) {G : ℝ} (hG : 0 < G) (k : ℝ) :
    HasDerivAt (angle v G) (v * G / (2 * energy v G k ^ 2)) k := by
  have h : HasDerivAt (angle v G) (1 / (1 + (2 * v * k / G) ^ 2) * (2 * v * 1 / G)) k :=
    (((hasDerivAt_id k).const_mul (2 * v)).div_const G).arctan
  refine h.congr_deriv ?_
  have hx : G * (2 * v * k / G) = 2 * v * k := by field_simp
  have hE : energy v G k ^ 2 = v ^ 2 * k ^ 2 + G ^ 2 / 4 := Real.sq_sqrt (by positivity)
  rw [hE]
  generalize 2 * v * k / G = x at hx ⊢
  rw [div_mul_div_comm, div_eq_div_iff (by positivity) (by positivity)]
  linear_combination (-v * (G * x + 2 * v * k)) * hx

/-- Every upper or lower band state is a unit phase times the corresponding half-angle state,
the phase being their overlap. -/
theorem band_state_phase (v : ℝ) {G : ℝ} (hG : 0 < G) (k : ℝ) (u : Fin 2 → ℂ) :
    (IsBandState v G k (energy v G k) u →
      ‖upper v G k ⬝ᵥ u‖ = 1 ∧ u = (upper v G k ⬝ᵥ u) • upper v G k) ∧
    (IsBandState v G k (-energy v G k) u →
      ‖lower v G k ⬝ᵥ u‖ = 1 ∧ u = (lower v G k ⬝ᵥ u) • lower v G k) := by
  obtain ⟨hc, hs, h1⟩ := half_angle v hG k
  have hE : 2 * (energy v G k : ℂ) ≠ 0 :=
    mul_ne_zero two_ne_zero (Complex.ofReal_ne_zero.mpr (energy_polar v hG k).1.ne')
  -- normalisation forces the prefactor to be a phase
  have phase : ∀ (γ : ℂ) (a b : ℝ), a ^ 2 + b ^ 2 = 1 → u 0 = γ * a → u 1 = γ * b →
      ‖u 0‖ ^ 2 + ‖u 1‖ ^ 2 = 1 → ‖γ‖ = 1 := by
    intro γ a b hab h0 h1 hn
    rw [h0, h1] at hn
    simp only [norm_mul, mul_pow, Complex.norm_real, Real.norm_eq_abs, sq_abs] at hn
    have h2 : ‖γ‖ ^ 2 = 1 := by linear_combination hn - ‖γ‖ ^ 2 * hab
    exact (pow_eq_one_iff_of_nonneg (norm_nonneg _) two_ne_zero).mp h2
  constructor
  · rintro ⟨hu, hn⟩
    obtain ⟨a0, a1⟩ := (eigen_components _ _ _ _ _).mp hu
    have e0 : (mixSin v G k : ℂ) * mixCos v G k * u 1 = (mixSin v G k : ℂ) ^ 2 * u 0 :=
      mul_left_cancel₀ hE (by
        linear_combination a0 + u 1 * hs + u 0 * hc - energy v G k * u 0 * h1)
    have e1 : (mixSin v G k : ℂ) * mixCos v G k * u 0 = (mixCos v G k : ℂ) ^ 2 * u 1 :=
      mul_left_cancel₀ hE (by
        linear_combination a1 + u 0 * hs - u 1 * hc - energy v G k * u 1 * h1)
    have hγ : upper v G k ⬝ᵥ u = (mixCos v G k : ℂ) * u 0 + (mixSin v G k : ℂ) * u 1 :=
      Fin.sum_univ_two (fun i => upper v G k i * u i)
    have k0 : u 0 = (upper v G k ⬝ᵥ u) * (mixCos v G k : ℂ) := by
      rw [hγ]; linear_combination -e0 - u 0 * h1
    have k1 : u 1 = (upper v G k ⬝ᵥ u) * (mixSin v G k : ℂ) := by
      rw [hγ]; linear_combination -e1 - u 1 * h1
    exact ⟨phase _ _ _ (Real.cos_sq_add_sin_sq _) k0 k1 hn,
      funext (Fin.forall_fin_two.mpr ⟨k0, k1⟩)⟩
  · rintro ⟨hu, hn⟩
    obtain ⟨a0, a1⟩ := (eigen_components _ _ _ _ _).mp hu
    rw [Complex.ofReal_neg] at a0 a1
    have e0 : (mixSin v G k : ℂ) * mixCos v G k * u 1 = -(mixCos v G k : ℂ) ^ 2 * u 0 :=
      mul_left_cancel₀ hE (by
        linear_combination a0 + u 1 * hs + u 0 * hc + energy v G k * u 0 * h1)
    have e1 : (mixSin v G k : ℂ) * mixCos v G k * u 0 = -(mixSin v G k : ℂ) ^ 2 * u 1 :=
      mul_left_cancel₀ hE (by
        linear_combination a1 + u 0 * hs - u 1 * hc + energy v G k * u 1 * h1)
    have hγ : lower v G k ⬝ᵥ u = ((-mixSin v G k : ℝ) : ℂ) * u 0 + (mixCos v G k : ℂ) * u 1 :=
      Fin.sum_univ_two (fun i => lower v G k i * u i)
    have k0 : u 0 = (lower v G k ⬝ᵥ u) * ((-mixSin v G k : ℝ) : ℂ) := by
      rw [hγ, Complex.ofReal_neg]; linear_combination e0 - u 0 * h1
    have k1 : u 1 = (lower v G k ⬝ᵥ u) * (mixCos v G k : ℂ) := by
      rw [hγ, Complex.ofReal_neg]; linear_combination e1 - u 1 * h1
    have hab : (-mixSin v G k) ^ 2 + mixCos v G k ^ 2 = 1 := by
      rw [neg_sq]; exact Real.sin_sq_add_cos_sq _
    exact ⟨phase _ _ _ hab k0 k1 hn, funext (Fin.forall_fin_two.mpr ⟨k0, k1⟩)⟩

/-- The derivative of the lower half-angle state is `-vG/(4E²)` times the upper one. -/
theorem lower_hasDerivAt (v : ℝ) {G : ℝ} (hG : 0 < G) (k : ℝ) :
    HasDerivAt (lower v G)
      (((-(v * G / (4 * energy v G k ^ 2)) : ℝ) : ℂ) • upper v G k) k := by
  have h := (angle_hasDerivAt v hG k).div_const 2
  have h0 : HasDerivAt (fun x => ((-mixSin v G x : ℝ) : ℂ))
      ((-(mixCos v G k * (v * G / (2 * energy v G k ^ 2) / 2)) : ℝ) : ℂ) k :=
    h.sin.fun_neg.ofReal_comp
  have h1 : HasDerivAt (fun x => (mixCos v G x : ℂ))
      ((-mixSin v G k * (v * G / (2 * energy v G k ^ 2) / 2) : ℝ) : ℂ) k :=
    h.cos.ofReal_comp
  rw [hasDerivAt_pi, Fin.forall_fin_two]
  refine ⟨h0.congr_deriv ?_, h1.congr_deriv ?_⟩
  · change _ = ((-(v * G / (4 * energy v G k ^ 2)) : ℝ) : ℂ) * (mixCos v G k : ℂ)
    push_cast
    ring
  · change _ = ((-(v * G / (4 * energy v G k ^ 2)) : ℝ) : ℂ) * (mixSin v G k : ℂ)
    push_cast
    ring

/-- The half-angle states are band states with energies `E` and `-E` at every wave number, and
the lower one is differentiable. -/
theorem band_states_witness (v : ℝ) {G : ℝ} (hG : 0 < G) :
    (∀ k, IsBandState v G k (energy v G k) (upper v G k)) ∧
    (∀ k, IsBandState v G k (-energy v G k) (lower v G k)) ∧
    Differentiable ℝ (lower v G) := by
  refine ⟨fun k => ?_, fun k => ?_, fun k => (lower_hasDerivAt v hG k).differentiableAt⟩
  · obtain ⟨hc, hs, h1⟩ := half_angle v hG k
    refine ⟨(eigen_components _ _ _ _ _).mpr ⟨?_, ?_⟩, ?_⟩
    · change (G : ℂ) / 2 * mixCos v G k + v * k * mixSin v G k = energy v G k * mixCos v G k
      linear_combination -mixCos v G k * hc - mixSin v G k * hs
        + energy v G k * mixCos v G k * h1
    · change (v : ℂ) * k * mixCos v G k + -((G : ℂ) / 2) * mixSin v G k
        = energy v G k * mixSin v G k
      linear_combination -mixCos v G k * hs + mixSin v G k * hc
        + energy v G k * mixSin v G k * h1
    · change ‖(mixCos v G k : ℂ)‖ ^ 2 + ‖(mixSin v G k : ℂ)‖ ^ 2 = 1
      simp only [Complex.norm_real, Real.norm_eq_abs, sq_abs]
      exact Real.cos_sq_add_sin_sq _
  · obtain ⟨hc, hs, h1⟩ := half_angle v hG k
    refine ⟨(eigen_components _ _ _ _ _).mpr ⟨?_, ?_⟩, ?_⟩
    · change (G : ℂ) / 2 * ((-mixSin v G k : ℝ) : ℂ) + v * k * mixCos v G k
        = ((-energy v G k : ℝ) : ℂ) * ((-mixSin v G k : ℝ) : ℂ)
      rw [Complex.ofReal_neg, Complex.ofReal_neg]
      linear_combination mixSin v G k * hc - mixCos v G k * hs
        + energy v G k * mixSin v G k * h1
    · change (v : ℂ) * k * ((-mixSin v G k : ℝ) : ℂ) + -((G : ℂ) / 2) * mixCos v G k
        = ((-energy v G k : ℝ) : ℂ) * mixCos v G k
      rw [Complex.ofReal_neg, Complex.ofReal_neg]
      linear_combination mixSin v G k * hs + mixCos v G k * hc
        - energy v G k * mixCos v G k * h1
    · change ‖((-mixSin v G k : ℝ) : ℂ)‖ ^ 2 + ‖(mixCos v G k : ℂ)‖ ^ 2 = 1
      simp only [Complex.norm_real, Real.norm_eq_abs, sq_abs, neg_sq]
      exact Real.sin_sq_add_cos_sq _

/-- For band states of any phase, the lower one differentiable at `k`, the interband dipole has
modulus `vG/(4E²)`. -/
theorem norm_dipole {v G : ℝ} (hv : 0 < v) (hG : 0 < G) {up um : ℝ → Fin 2 → ℂ} {k : ℝ}
    (hup : IsBandState v G k (energy v G k) (up k))
    (hum : ∀ q, IsBandState v G q (-energy v G q) (um q)) (hd : DifferentiableAt ℝ um k) :
    ‖dipole up um k‖ = v * G / (4 * energy v G k ^ 2) := by
  obtain ⟨α, hα, hu⟩ : ∃ α : ℂ, ‖α‖ = 1 ∧ up k = α • upper v G k :=
    ⟨_, (band_state_phase v hG k (up k)).1 hup⟩
  have hβ := ((band_state_phase v hG k (um k)).2 (hum k)).1
  have hw := lower_hasDerivAt v hG k
  -- the phase of the lower state is differentiable
  obtain ⟨g, hg⟩ : ∃ g, HasDerivAt (fun q => lower v G q ⬝ᵥ um q) g k := by
    have hl := hasDerivAt_pi.mp hw
    have hm := hasDerivAt_pi.mp hd.hasDerivAt
    simp only [dotProduct, Fin.sum_univ_two]
    exact ⟨_, ((hl 0).fun_mul (hm 0)).fun_add ((hl 1).fun_mul (hm 1))⟩
  have h : HasDerivAt um ((lower v G k ⬝ᵥ um k) •
      (((-(v * G / (4 * energy v G k ^ 2)) : ℝ) : ℂ) • upper v G k) + g • lower v G k) k :=
    (hg.smul hw).congr_of_eventuallyEq
      (Eventually.of_forall fun q => ((band_state_phase v hG q (um q)).2 (hum q)).2)
  -- the change of phase drops out by orthogonality
  have huu : star (upper v G k) ⬝ᵥ upper v G k = 1 := by
    rw [dotProduct, Fin.sum_univ_two]
    change star (mixCos v G k : ℂ) * mixCos v G k + star (mixSin v G k : ℂ) * mixSin v G k = 1
    simp only [Complex.star_def, Complex.conj_ofReal]
    linear_combination (half_angle v hG k).2.2
  have hul : star (upper v G k) ⬝ᵥ lower v G k = 0 := by
    rw [dotProduct, Fin.sum_univ_two]
    change star (mixCos v G k : ℂ) * ((-mixSin v G k : ℝ) : ℂ)
      + star (mixSin v G k : ℂ) * mixCos v G k = 0
    simp only [Complex.star_def, Complex.conj_ofReal, Complex.ofReal_neg]
    ring
  rw [dipole, h.deriv, hu]
  simp only [star_smul, smul_dotProduct, dotProduct_add, dotProduct_smul, huu, hul,
    smul_eq_mul, mul_one, mul_zero, add_zero, norm_mul, norm_star, hα, hβ, Complex.norm_I,
    one_mul, Complex.norm_real, norm_neg, Real.norm_eq_abs]
  exact abs_of_nonneg (by positivity)

/-- The inverse fifth power of the band energy is integrable over all wave numbers, with
integral `64/(3vG⁴)`. -/
theorem integral_energy {v G : ℝ} (hv : 0 < v) (hG : 0 < G) :
    Integrable (fun k => 1 / energy v G k ^ 5) ∧
      ∫ k, 1 / energy v G k ^ 5 = 64 / (3 * v * G ^ 4) := by
  have hint : Integrable (fun k => 1 / energy v G k ^ 5) := by
    have hr : 2 * v / G ≠ 0 := by positivity
    have hg : Integrable (fun k : ℝ => 32 / G ^ 5 * (1 + (2 * v / G * k) ^ 2)⁻¹) :=
      (integrable_inv_one_add_sq.comp_mul_left' hr).const_mul _
    have hcont : Continuous (energy v G) := by
      unfold energy
      fun_prop
    have hb : ∀ k, ‖1 / energy v G k ^ 5‖ ≤ 32 / G ^ 5 * (1 + (2 * v / G * k) ^ 2)⁻¹ := by
      intro k
      obtain ⟨hE, hcos, -⟩ := energy_polar v hG k
      have hle := mul_le_mul_of_nonneg_left (Real.cos_le_one (angle v G k)) hE.le
      have hp : G ^ 3 ≤ (2 * energy v G k) ^ 3 := pow_le_pow_left₀ hG.le (by linarith) 3
      have hx : G * (2 * v / G * k) = 2 * v * k := by field_simp
      have hy : energy v G k ^ 2 = G ^ 2 / 4 * (1 + (2 * v / G * k) ^ 2) := by
        have h : energy v G k ^ 2 = v ^ 2 * k ^ 2 + G ^ 2 / 4 := Real.sq_sqrt (by positivity)
        rw [h]
        generalize 2 * v / G * k = x at hx ⊢
        linear_combination (-(G * x + 2 * v * k) / 4) * hx
      have h8 : 1 / energy v G k ^ 5 ≤ 8 / (G ^ 3 * energy v G k ^ 2) := by
        rw [div_le_div_iff₀ (by positivity) (by positivity)]
        nlinarith [mul_le_mul_of_nonneg_right hp (sq_nonneg (energy v G k))]
      rw [Real.norm_of_nonneg (by positivity)]
      refine h8.trans (le_of_eq ?_)
      rw [hy]
      generalize 1 + (2 * v / G * k) ^ 2 = y
      ring
    exact hg.mono' (continuous_const.div (hcont.pow 5)
      fun k => (pow_pos (energy_polar v hG k).1 5).ne').aestronglyMeasurable
      (Eventually.of_forall hb)
  refine ⟨hint, ?_⟩
  -- a primitive in terms of the sine of the mixing angle
  have hder : ∀ k, HasDerivAt (fun q => 16 / (v * G ^ 4) * (Real.sin (angle v G q) -
      Real.sin (angle v G q) * Real.sin (angle v G q) * Real.sin (angle v G q) / 3))
      (1 / energy v G k ^ 5) k := by
    intro k
    obtain ⟨hE, hcos, -⟩ := energy_polar v hG k
    have h := (angle_hasDerivAt v hG k).sin
    refine ((h.fun_sub (((h.fun_mul h).fun_mul h).div_const 3)).const_mul _).congr_deriv ?_
    have hC : Real.cos (angle v G k) = G / (2 * energy v G k) := by
      rw [eq_div_iff (by positivity)]
      linear_combination 2 * hcos
    have e : 16 / (v * G ^ 4) * Real.cos (angle v G k) ^ 3 *
        (v * G / (2 * energy v G k ^ 2)) = 1 / energy v G k ^ 5 := by
      rw [hC]
      field_simp
      norm_num
    linear_combination e - 16 / (v * G ^ 4) * Real.cos (angle v G k) *
      (v * G / (2 * energy v G k ^ 2)) * Real.sin_sq_add_cos_sq (angle v G k)
  have hΦ : Continuous (fun x : ℝ => 16 / (v * G ^ 4) *
      (Real.sin x - Real.sin x * Real.sin x * Real.sin x / 3)) := by fun_prop
  have h2v : 0 < 2 * v := by positivity
  have htop : Tendsto (angle v G) atTop (𝓝 (Real.pi / 2)) :=
    (Real.tendsto_arctan_atTop.mono_right nhdsWithin_le_nhds).comp
      ((tendsto_id.const_mul_atTop h2v).atTop_div_const hG)
  have hbot : Tendsto (angle v G) atBot (𝓝 (-(Real.pi / 2))) :=
    (Real.tendsto_arctan_atBot.mono_right nhdsWithin_le_nhds).comp
      ((tendsto_id.const_mul_atBot h2v).atBot_div_const hG)
  rw [integral_of_hasDerivAt_of_tendsto hder hint
    ((hΦ.tendsto _).comp hbot) ((hΦ.tendsto _).comp htop)]
  simp only [Real.sin_neg, Real.sin_pi_div_two]
  ring

/-- For band states of any phase, the lower one differentiable in `k`, the integral of `dk/(2π)`
times `2|dipole|²/(2E)` converges and equals `2v/(3πG²)`. -/
theorem penn_response {v G : ℝ} (hv : 0 < v) (hG : 0 < G) {up um : ℝ → Fin 2 → ℂ}
    (hup : ∀ k, IsBandState v G k (energy v G k) (up k))
    (hum : ∀ k, IsBandState v G k (-energy v G k) (um k)) (hd : Differentiable ℝ um) :
    Integrable (fun k => 1 / (2 * Real.pi) * (2 * ‖dipole up um k‖ ^ 2 / (2 * energy v G k))) ∧
      ∫ k, 1 / (2 * Real.pi) * (2 * ‖dipole up um k‖ ^ 2 / (2 * energy v G k))
        = 2 * v / (3 * Real.pi * G ^ 2) := by
  have e : (fun k => 1 / (2 * Real.pi) * (2 * ‖dipole up um k‖ ^ 2 / (2 * energy v G k)))
      = fun k => v ^ 2 * G ^ 2 / (32 * Real.pi) * (1 / energy v G k ^ 5) := by
    funext k
    rw [norm_dipole hv hG (hup k) hum (hd k)]
    ring
  obtain ⟨hi, hI⟩ := integral_energy hv hG
  rw [e]
  refine ⟨hi.const_mul _, ?_⟩
  rw [integral_const_mul, hI]
  have hpi := Real.pi_pos
  field_simp
  norm_num

end

end PennModelOneD
```

```lean
#print axioms PennModelOneD.penn_response
```

```
'PennModelOneD.penn_response' depends on axioms: [propext, Classical.choice, Quot.sound]
```

## Smooth lower states and an unbounded $k$ line

`IsBandState` means an eigenvector of the complex $2\times2$ matrix `hamiltonian` whose squared amplitudes sum to one. `up` and `um` are $u_+$ and $u_-$, and `dipole` differentiates `um` itself. `norm_dipole` gives the modulus at one $k$; `penn_response` gives integrability and the value of the integral. The upper state's phase may vary arbitrarily with $k$, but the lower state must be differentiable, which excludes the phase jumps a diagonaliser may return. `band_states_witness` supplies states that meet every hypothesis.

The proof follows the derivation. `energy_polar` and `half_angle` provide the trigonometry, and `band_state_phase` extracts the phases from the eigenvalue equations by `linear_combination`. `lower_hasDerivAt` differentiates $w_-$, and `norm_dipole` applies the product rule and orthogonality. `integral_energy` bounds $E^{-5}$ by a multiple of $1/(1+(2vk/G)^2)$, then evaluates the integral from the limits of the primitive in $\sin\theta$.

The integrand is taken as given, with unit charge and no spin factor; it is not derived from linear-response theory. The dispersion without the gap term is linear, and $k$ runs over the whole line instead of a Brillouin zone. The Penn model used to estimate semiconductor dielectric constants is three-dimensional and isotropic, and these theorems give no dielectric constant for it.
